# The overlap of two lattice translates of an orbital on a finite ring is the Fourier sum of its Bloch weights

On a ring of `N` cells, let φ = ∑ₖ cₖψₖ be an orbital built from orthonormal states ψₖ, one for each k modulo `N`, on which a linear operator T acts as Tψₖ = wᵏψₖ, with w = exp(2πi/N) and k taken from 0 to N − 1. The theorem `inner_translates` states that ⟨Tᴿφ, Tˢφ⟩ = ∑ₖ |cₖ|² w^(k(S−R)) for natural numbers R and S. The coefficients are arbitrary, so φ need not be normalised; for φ ≠ 0, the overlap of the normalised translates is this sum divided by ∑ₖ |cₖ|². The proof expands both translates in the ψₖ, uses orthonormality to reduce the inner product to a single sum, and compares terms using w̄ = w⁻¹. An auxiliary identity, `hz`, splits the integer power w^(m(S−R)) into a power of w⁻¹ times a power of w.

In Lean, a first try:

```lean
import Mathlib

open scoped InnerProductSpace ComplexConjugate

namespace InnerTranslates

noncomputable section

/-- The elementary lattice phase `w = exp(2πi/N)` of a ring of `N` cells, for `N ≠ 0`. -/
def latticePhase (N : ℕ) : ℂ := Complex.exp (2 * Real.pi * Complex.I / N)

variable {N : ℕ} [NeZero N] {V : Type*} [NormedAddCommGroup V] [InnerProductSpace ℂ V]

/-- The orbital `∑ₖ cₖ ψₖ` with Bloch coefficients `cₖ`. -/
def orbital (ψ : ZMod N → V) (c : ZMod N → ℂ) : V := ∑ k, c k • ψ k

/-- If `T ψₖ = w^k ψₖ`, translating an orbital by `R` cells multiplies its Bloch
coefficients by `w^(kR)`. -/
theorem translate_orbital {ψ : ZMod N → V} {T : Module.End ℂ V}
    (hT : ∀ k, T (ψ k) = latticePhase N ^ k.val • ψ k) (c : ZMod N → ℂ) (R : ℕ) :
    (T ^ R) (orbital ψ c) = orbital ψ (fun k => latticePhase N ^ (k.val * R) * c k) := by
  have h : ∀ k, (T ^ R) (ψ k) = latticePhase N ^ (k.val * R) • ψ k := by
    intro k
    induction R with
    | zero => simp
    | succ n ih =>
      rw [pow_succ', Module.End.mul_apply, ih, map_smul, hT, smul_smul, ← pow_add, mul_add,
        mul_one]
  unfold orbital
  rw [map_sum]
  refine Finset.sum_congr rfl fun k _ => ?_
  rw [map_smul, h, smul_smul, mul_comm]

/-- For orthonormal `ψₖ` with `T ψₖ = w^k ψₖ`, the overlap of two translates of an orbital
is the Fourier sum of its Bloch weights `|cₖ|²` at the separation `S - R`. -/
theorem inner_translates {ψ : ZMod N → V} {T : Module.End ℂ V} (hψ : Orthonormal ℂ ψ)
    (hT : ∀ k, T (ψ k) = latticePhase N ^ k.val • ψ k) (c : ZMod N → ℂ) (R S : ℕ) :
    ⟪(T ^ R) (orbital ψ c), (T ^ S) (orbital ψ c)⟫_ℂ
      = ∑ k : ZMod N, ((‖c k‖ ^ 2 : ℝ) : ℂ)
          * latticePhase N ^ ((k.val : ℤ) * ((S : ℤ) - (R : ℤ))) := by
  have hw : conj (latticePhase N) = (latticePhase N)⁻¹ := by
    unfold latticePhase
    rw [← Complex.exp_conj, ← Complex.exp_neg]
    congr 1
    simp only [map_div₀, map_mul, Complex.conj_I, Complex.conj_ofReal, map_natCast, map_ofNat]
    ring
  have hz : ∀ m : ℕ, latticePhase N ^ ((m : ℤ) * ((S : ℤ) - (R : ℤ)))
      = (latticePhase N)⁻¹ ^ (m * R) * latticePhase N ^ (m * S) := by
    intro m
    have e : (m : ℤ) * ((S : ℤ) - (R : ℤ)) = ((m * S : ℕ) : ℤ) - ((m * R : ℕ) : ℤ) := by
      push_cast
      ring
    rw [e, zpow_sub₀ (Complex.exp_ne_zero _ : latticePhase N ≠ 0), zpow_natCast,
      zpow_natCast, inv_pow, div_eq_mul_inv, mul_comm]
  rw [translate_orbital hT, translate_orbital hT]
  refine (hψ.inner_sum (fun k => latticePhase N ^ (k.val * R) * c k)
    (fun k => latticePhase N ^ (k.val * S) * c k) Finset.univ).trans ?_
  refine Finset.sum_congr rfl fun k _ => ?_
  have hc : conj (c k) * c k = ((‖c k‖ ^ 2 : ℝ) : ℂ) := by
    rw [mul_comm, Complex.mul_conj, Complex.normSq_eq_norm_sq]
  rw [hz, map_mul, map_pow, hw, ← hc]
  ring

end

end InnerTranslates
```

The error:

```
Main.lean:53:11: error: Tactic `rewrite` failed: Did not find an occurrence of the pattern
  Complex.exp (2 * ↑Real.pi * Complex.I / ↑N) ^ (?m - ?n)
in the target expression
  latticePhase N ^ (↑(m * S) - ↑(m * R)) = (latticePhase N)⁻¹ ^ (m * R) * latticePhase N ^ (m * S)

N : ℕ
inst✝² : NeZero N
V : Type u_1
inst✝¹ : NormedAddCommGroup V
inst✝ : InnerProductSpace ℂ V
ψ : ZMod N → V
T : Module.End ℂ V
hψ : Orthonormal ℂ ψ
hT : ∀ (k : ZMod N), T (ψ k) = latticePhase N ^ k.val • ψ k
c : ZMod N → ℂ
R S : ℕ
hw : (starRingEnd ℂ) (latticePhase N) = (latticePhase N)⁻¹
m : ℕ
e : ↑m * (↑S - ↑R) = ↑(m * S) - ↑(m * R)
⊢ latticePhase N ^ (↑(m * S) - ↑(m * R)) = (latticePhase N)⁻¹ ^ (m * R) * latticePhase N ^ (m * S)
```

What went wrong. The error arises in `hz`, after `rw [e]` has turned the exponent into a difference. The next rewrite, with `zpow_sub₀`, looks for a power of `Complex.exp (2 * ↑Real.pi * Complex.I / ↑N)`, but the goal has a power of `latticePhase N`. The two are equal by definition, but `rw` does not unfold an ordinary definition such as `latticePhase` to find its pattern.

The ascription `(Complex.exp_ne_zero _ : latticePhase N ≠ 0)` was meant to prevent this. Lean does check the proof against that type, unfolding `latticePhase` to do so, but the ascription leaves no mark on the resulting term. The term's own type is still a statement about `Complex.exp`, and from it `zpow_sub₀` takes its base.

The repair first proves `hw0 : latticePhase N ≠ 0` with `have`. A local hypothesis keeps its stated type, so `zpow_sub₀ hw0` has base `latticePhase N` and its pattern matches the goal. The remaining rewrites are unchanged.

The change, after which it compiles:

```diff
@@ -51,5 +51,6 @@
       push_cast
       ring
-    rw [e, zpow_sub₀ (Complex.exp_ne_zero _ : latticePhase N ≠ 0), zpow_natCast,
+    have hw0 : latticePhase N ≠ 0 := Complex.exp_ne_zero _
+    rw [e, zpow_sub₀ hw0, zpow_natCast,
       zpow_natCast, inv_pow, div_eq_mul_inv, mul_comm]
   rw [translate_orbital hT, translate_orbital hT]
```
